# A normalised decoupling on finitely many sites keeps |fᵢ|² equal to the Dirac density for every f exactly when A and R are site-diagonal

On a finite set of sites, a two-component function f gives a Dirac pair with large component Af and small component RAf, where A and R are complex matrices normalised by A†(1 + R†R)A = 1. The theorem says that |(Af)ᵢ|² + |(RAf)ᵢ|² = |fᵢ|² holds for every f, normalised or not, and at every site i, if and only if A and R are both diagonal. For the forward direction, the proof tests functions localised at one site: this makes A and RA diagonal, and shows that no diagonal entry of A is zero, so R is diagonal too. For the converse, it reads the normalisation at site i and multiplies it by |fᵢ|².

Lean 4 with Mathlib refuses this proof:

```lean
import Mathlib

open Matrix ComplexConjugate

namespace DiracDensityEqNormSqIff

noncomputable section

variable {n : Type*} [Fintype n] [DecidableEq n]

/-- The picture change `A†(Q + R†QR)A` of an operator `Q` that acts alike on the large and the
small component. -/
def pictureChange (R A Q : Matrix n n ℂ) : Matrix n n ℂ :=
  Aᴴ * (Q + Rᴴ * Q * R) * A

/-- The decoupling `(R, A)` is normalised: the picture change of the unit operator is the unit
operator. -/
def IsNormalized (R A : Matrix n n ℂ) : Prop :=
  pictureChange R A 1 = 1

/-- The density at site `i` of the Dirac pair `(Af, RAf)`: the squared modulus of the large
component plus that of the small component. -/
def diracDensity (R A : Matrix n n ℂ) (f : n → ℂ) (i : n) : ℝ :=
  Complex.normSq ((A *ᵥ f) i) + Complex.normSq ((R *ᵥ (A *ᵥ f)) i)

/-- For a normalised decoupling, the two-component squared moduli are the Dirac densities for
every `f` and at every site if and only if `A` and `R` are both diagonal in the sites. -/
theorem diracDensity_eq_normSq_iff {R A : Matrix n n ℂ} (hN : IsNormalized R A) :
    (∀ f i, diracDensity R A f i = Complex.normSq (f i)) ↔ A.IsDiag ∧ R.IsDiag := by
  constructor
  · intro h
    -- test the densities on functions localised at one site
    have hoff : ∀ i j, i ≠ j →
        Complex.normSq (A i j) + Complex.normSq ((R * A) i j) = 0 := by
      intro i j hij
      have := h (Pi.single j 1) i
      rw [diracDensity, Matrix.mulVec_mulVec, Matrix.mulVec_single_one,
        Matrix.mulVec_single_one, Pi.single_eq_of_ne hij, Complex.normSq_zero] at this
      exact this
    have hon : ∀ j, Complex.normSq (A j j) + Complex.normSq ((R * A) j j) = 1 := by
      intro j
      have := h (Pi.single j 1) j
      rw [diracDensity, Matrix.mulVec_mulVec, Matrix.mulVec_single_one,
        Matrix.mulVec_single_one, Pi.single_eq_same, Complex.normSq_one] at this
      exact this
    have hA : A.IsDiag := by
      intro i j hij
      exact Complex.normSq_eq_zero.mp (by
        linarith [hoff i j hij, Complex.normSq_nonneg (A i j),
          Complex.normSq_nonneg ((R * A) i j)])
    refine ⟨hA, ?_⟩
    obtain ⟨a, rfl⟩ : ∃ a, A = Matrix.diagonal a := ⟨A.diag, hA.diagonal_diag.symm⟩
    intro i j hij
    have hz : (R * Matrix.diagonal a) i j = 0 := Complex.normSq_eq_zero.mp (by
      linarith [hoff i j hij, Complex.normSq_nonneg (Matrix.diagonal a i j),
        Complex.normSq_nonneg ((R * Matrix.diagonal a) i j)])
    have ha : a j ≠ 0 := by
      intro ha
      have := hon j
      rw [Matrix.mul_diagonal, Matrix.diagonal_apply_eq, ha] at this
      simp at this
    rw [Matrix.mul_diagonal] at hz
    exact (mul_eq_zero.mp hz).resolve_right ha
  · rintro ⟨hA, hR⟩ f i
    obtain ⟨a, rfl⟩ : ∃ a, A = Matrix.diagonal a := ⟨A.diag, hA.diagonal_diag.symm⟩
    obtain ⟨r, rfl⟩ : ∃ r, R = Matrix.diagonal r := ⟨R.diag, hR.diagonal_diag.symm⟩
    -- the normalisation, read at site `i`
    have hi : conj (a i) * (1 + conj (r i) * r i) * a i = 1 := by
      have := congr_fun (congr_fun hN i) i
      simpa [pictureChange, Matrix.diagonal_conjTranspose, Matrix.mul_diagonal,
        Matrix.diagonal_mul] using this
    apply Complex.ofReal_injective
    simp only [diracDensity, Matrix.mulVec_diagonal, Complex.ofReal_add,
      Complex.normSq_eq_conj_mul_self, map_mul]
    linear_combination conj (f i) * f i * hi

end

end DiracDensityEqNormSqIff
```

Lean reports:

```
Main.lean:75:4: error: ring failed, ring expressions not equal
n : Type u_1
inst✝¹ : Fintype n
inst✝ : DecidableEq n
f : n → ℂ
i : n
a : n → ℂ
hA : (diagonal a).IsDiag
r : n → ℂ
hR : (diagonal r).IsDiag
hN : IsNormalized (diagonal r) (diagonal a)
hi : (starRingEnd ℂ) (a i) * (1 + (starRingEnd ℂ) (r i) * r i) * a i = 1
⊢ ↑(Complex.normSq (a i) * Complex.normSq (f i)) +
          ↑(Complex.normSq (r i) * Complex.normSq (a i) * Complex.normSq (f i)) -
        (starRingEnd ℂ) (f i) * f i * (starRingEnd ℂ) (a i) * (starRingEnd ℂ) (r i) * r i * a i -
      (starRingEnd ℂ) (f i) * f i * (starRingEnd ℂ) (a i) * a i =
    0
```

Cause. The only error is in the converse, at the closing `linear_combination`. The goal is an equation in ℂ between real densities cast to complex numbers, while `hi` is written with conjugates. `Complex.normSq_eq_conj_mul_self` links the two, but it only rewrites the cast of a single `Complex.normSq z`.

In the failing `simp only`, `map_mul` split the squared moduli into products inside the cast, leaving terms such as `↑(Complex.normSq (a i) * Complex.normSq (f i))`. That is the cast of a product, so the lemma no longer matched, and nothing in the list could split the cast. `ring` could not then cancel these terms against the conjugates from `hi`.

The cure is `Complex.ofReal_mul`, which moves the cast onto each factor. The second `simp only` then turns every factor into a conjugate times the number itself, and the same `linear_combination` closes the goal. Replacing `map_mul` by `Complex.normSq_mul` merely names the same splitting of squared moduli more specifically, and the separate second call sets the order of the steps plainly.

After these edits no error is left:

```diff
@@ -71,6 +71,7 @@
         Matrix.diagonal_mul] using this
     apply Complex.ofReal_injective
-    simp only [diracDensity, Matrix.mulVec_diagonal, Complex.ofReal_add,
-      Complex.normSq_eq_conj_mul_self, map_mul]
+    simp only [diracDensity, Matrix.mulVec_diagonal, Complex.normSq_mul,
+      Complex.ofReal_add, Complex.ofReal_mul]
+    simp only [Complex.normSq_eq_conj_mul_self]
     linear_combination conj (f i) * f i * hi
 
```
